# Threshold laws for s- and p-wave binding in a spherical square well

**Definitions and conventions.** A particle moves in a spherical well of radius 1, in units with $\hbar^2/2m=1$. The potential is $-U$ inside and zero outside. A bound state has energy $-\kappa^2$ with $\kappa>0$, and its interior wave number $k$ satisfies $U=k^2+\kappa^2$.

```lean
import Mathlib

open Real Filter Topology

namespace SquareWellThreshold

noncomputable section

/-- Depth of the unit-radius well with interior wave number `k` and decay constant `κ`. -/
def depth (k κ : ℝ) : ℝ := k ^ 2 + κ ^ 2
```

The functions below are radial functions $u(r)=rR(r)$, with $R$ the radial wavefunction, up to normalisation. For the s-wave they are $\sin kr$ inside and $e^{-\kappa r}$ outside.

```lean
/-- The s-wave radial function inside the well. -/
def sInside (k r : ℝ) : ℝ := sin (k * r)

/-- The decaying s-wave radial function outside the well. -/
def sOutside (κ r : ℝ) : ℝ := exp (-κ * r)
```

The p-wave functions come with their slopes.

```lean
/-- The p-wave radial function inside the well. -/
def pInside (k r : ℝ) : ℝ := sin (k * r) / (k * r) - cos (k * r)

/-- The decaying p-wave radial function outside the well. -/
def pOutside (κ r : ℝ) : ℝ := exp (-κ * r) * (1 + 1 / (κ * r))

/-- The slope of the interior p-wave function. -/
def pInsideSlope (k r : ℝ) : ℝ :=
  cos (k * r) / r - sin (k * r) / (k * r ^ 2) + k * sin (k * r)

/-- The slope of the exterior p-wave function. -/
def pOutsideSlope (κ r : ℝ) : ℝ :=
  -(exp (-κ * r) * (κ + 1 / r + 1 / (κ * r ^ 2)))
```

The inner function $u$ and outer function $v$ join smoothly, after rescaling, when $uv'=u'v$ at $r=1$. `Matched` states this condition alone; regularity at the origin and decay are built into the chosen functions.

```lean
/-- The Wronskian of the inner function `u` and the outer function `v` vanishes at the
edge `r = 1` of the well. -/
def Matched (u v : ℝ → ℝ) : Prop := u 1 * deriv v 1 = deriv u 1 * v 1
```

Write $D(k)=k\cos k-\sin k$ and $s(k)=k^2\sin k/D(k)$. The latter is `pStrength`, and `pKappa` is $s/2+\sqrt{s+s^2/4}$.

```lean
/-- The combination of `k` that equals `κ² / (1 + κ)` for a p-wave bound state. -/
def pStrength (k : ℝ) : ℝ := k ^ 2 * sin k / (k * cos k - sin k)

/-- The p-wave decay constant as an explicit function of the interior wave number. -/
def pKappa (k : ℝ) : ℝ :=
  pStrength k / 2 + Real.sqrt (pStrength k + pStrength k ^ 2 / 4)
```

**(a)** Show that the p-wave functions solve the radial equation with centrifugal term $2/r^2$, for nonzero $k,\kappa,r$.

*Solution.* Inside, $u'=\frac{\cos kr}{r}-\frac{\sin kr}{kr^2}+k\sin kr$, and

$$u''=-\frac{k\sin kr}{r}-\frac{2\cos kr}{r^2}+\frac{2\sin kr}{kr^3}+k^2\cos kr=\Big(\frac2{r^2}-k^2\Big)u.$$

Outside, $v'=-e^{-\kappa r}\big(\kappa+\frac1r+\frac1{\kappa r^2}\big)$, and

$$v''=e^{-\kappa r}\Big(\kappa^2+\frac{\kappa}{r}+\frac2{r^2}+\frac2{\kappa r^3}\Big)=\Big(\frac2{r^2}+\kappa^2\Big)v.$$

Each `HasDerivAt` is one of these derivatives; `field_simp` and `ring` do the algebra.

```lean
/-- The p-wave functions solve `u'' = (2/r² - k²) u` inside and `v'' = (2/r² + κ²) v`
outside the well. -/
theorem pWave_radial_equation {k κ r : ℝ} (hk : k ≠ 0) (hκ : κ ≠ 0) (hr : r ≠ 0) :
    HasDerivAt (pInside k) (pInsideSlope k r) r ∧
    HasDerivAt (pInsideSlope k) ((2 / r ^ 2 - k ^ 2) * pInside k r) r ∧
    HasDerivAt (pOutside κ) (pOutsideSlope κ r) r ∧
    HasDerivAt (pOutsideSlope κ) ((2 / r ^ 2 + κ ^ 2) * pOutside κ r) r := by
  have lin : ∀ c : ℝ, HasDerivAt (fun x : ℝ => c * x) c r := fun c =>
    ((hasDerivAt_id' r).const_mul c).congr_deriv (mul_one c)
  have quad : ∀ c : ℝ, HasDerivAt (fun x : ℝ => c * x ^ 2) (c * (2 * r)) r := fun c =>
    ((hasDerivAt_pow 2 r).const_mul c).congr_deriv (by simp)
  have one := hasDerivAt_const r (1 : ℝ)
  have hr2 : r ^ 2 ≠ 0 := pow_ne_zero 2 hr
  refine ⟨?_, ?_, ?_, ?_⟩
  · exact (((lin k).sin.fun_div (lin k) (mul_ne_zero hk hr)).fun_sub
      (lin k).cos).congr_deriv (by simp only [pInsideSlope]; field_simp; ring)
  · exact ((((lin k).cos.fun_div (hasDerivAt_id' r) hr).fun_sub
      ((lin k).sin.fun_div (quad k) (mul_ne_zero hk hr2))).fun_add
      ((lin k).sin.const_mul k)).congr_deriv (by simp only [pInside]; field_simp; ring)
  · exact ((lin (-κ)).exp.fun_mul
      ((one.fun_div (lin κ) (mul_ne_zero hκ hr)).const_add 1)).congr_deriv (by
        simp only [pOutsideSlope]
        generalize Real.exp (-κ * r) = E
        field_simp
        ring)
  · exact ((lin (-κ)).exp.fun_mul
      (((one.fun_div (hasDerivAt_id' r) hr).const_add κ).fun_add
      (one.fun_div (quad κ) (mul_ne_zero hκ hr2)))).fun_neg.congr_deriv (by
        simp only [pOutside]
        generalize Real.exp (-κ * r) = E
        field_simp
        ring)
```

**(b)** Clear denominators in s-wave matching.

*Solution.* The condition reads $-\kappa e^{-\kappa}\sin k=k\cos k\,e^{-\kappa}$. Cancel $e^{-\kappa}\neq0$, as `mul_right_cancel₀` does.

```lean
/-- The s-wave matching condition without denominators. -/
theorem sWave_matched_iff (k κ : ℝ) :
    Matched (sInside k) (sOutside κ) ↔ sin k * κ = -(k * cos k) := by
  have lin : ∀ c : ℝ, HasDerivAt (fun x : ℝ => c * x) c 1 := fun c =>
    ((hasDerivAt_id' (1 : ℝ)).const_mul c).congr_deriv (mul_one c)
  have h1 : HasDerivAt (sInside k) (cos (k * 1) * k) 1 := (lin k).sin
  have h2 : HasDerivAt (sOutside κ) (exp (-κ * 1) * -κ) 1 := (lin (-κ)).exp
  rw [Matched, h1.deriv, h2.deriv]
  simp only [sInside, sOutside, mul_one]
  constructor
  · intro h
    apply mul_right_cancel₀ (Real.exp_ne_zero (-κ))
    linear_combination -h
  · intro h
    linear_combination (-Real.exp (-κ)) * h
```

**(c)** Do the same for the p-wave, with $k,\kappa\ne0$.

*Solution.* At $r=1$, $u'=-u+k\sin k$ and $v'=-v-\kappa e^{-\kappa}$. Hence

$$uv'-u'v=-\kappa e^{-\kappa}u-k\sin k\,v=\frac{e^{-\kappa}}{k\kappa}\big[\kappa^2D-k^2\sin k\,(1+\kappa)\big],$$

using $ku=-D$ and $v=e^{-\kappa}(1+\kappa)/\kappa$. The prefactor is nonzero, so the bracket vanishes. This identity is `hid`.

```lean
/-- The p-wave matching condition without denominators. -/
theorem pWave_matched_iff {k κ : ℝ} (hk : k ≠ 0) (hκ : κ ≠ 0) :
    Matched (pInside k) (pOutside κ) ↔
      κ ^ 2 * (k * cos k - sin k) = k ^ 2 * sin k * (1 + κ) := by
  obtain ⟨h1, -, h3, -⟩ := pWave_radial_equation hk hκ one_ne_zero
  rw [Matched, h1.deriv, h3.deriv]
  -- the Wronskian at the edge, up to a nonzero factor
  have hid : pInside k 1 * pOutsideSlope κ 1 - pInsideSlope k 1 * pOutside κ 1 =
      exp (-κ) / (k * κ) *
        (κ ^ 2 * (k * cos k - sin k) - k ^ 2 * sin k * (1 + κ)) := by
    simp only [pInside, pOutside, pInsideSlope, pOutsideSlope, mul_one, one_pow, div_one]
    generalize Real.exp (-κ) = E
    field_simp
    ring
  have hc : exp (-κ) / (k * κ) ≠ 0 := div_ne_zero (Real.exp_ne_zero _) (mul_ne_zero hk hκ)
  constructor
  · intro h
    have h0 := sub_eq_zero.mpr h
    rw [hid] at h0
    exact sub_eq_zero.mp ((mul_eq_zero.mp h0).resolve_left hc)
  · intro h
    apply sub_eq_zero.mp
    rw [hid, h, sub_self, mul_zero]
```

**(d)** Recover the cotangent conditions when $\sin k\neq0$.

*Solution.* Divide (b) by $\sin k$ to get $k\cot k=-\kappa$. Divide (c) by $k^2\kappa^2\sin k$ to get $(k\cot k-1)/k^2=(1+\kappa)/\kappa^2$. The second needs $\kappa\ne0$; $k\neq0$ follows from $\sin k\ne0$.

```lean
/-- For `sin k ≠ 0`, matching at the edge is equivalent to the cotangent condition, for
s-waves and, when `κ ≠ 0`, for p-waves. -/
theorem matched_iff_cot {k : ℝ} (κ : ℝ) (hs : sin k ≠ 0) :
    (Matched (sInside k) (sOutside κ) ↔ k * cot k = -κ) ∧
    (κ ≠ 0 → (Matched (pInside k) (pOutside κ) ↔
      (k * cot k - 1) / k ^ 2 = (1 + κ) / κ ^ 2)) := by
  have hk : k ≠ 0 := by
    rintro rfl
    exact hs Real.sin_zero
  have hc : cot k * sin k = cos k := by
    rw [Real.cot_eq_cos_div_sin, div_mul_cancel₀ _ hs]
  constructor
  · rw [sWave_matched_iff]
    constructor
    · intro h
      apply mul_right_cancel₀ hs
      linear_combination k * hc + h
    · intro h
      linear_combination (-k) * hc + sin k * h
  · intro hκ
    rw [pWave_matched_iff hk hκ, div_eq_div_iff (pow_ne_zero 2 hk) (pow_ne_zero 2 hκ)]
    constructor
    · intro h
      apply mul_right_cancel₀ hs
      linear_combination κ ^ 2 * k * hc + h
    · intro h
      linear_combination (-(κ ^ 2 * k)) * hc + sin k * h
```

**(e)** Show that $k\neq0$ fixes $\kappa>0$ in a p-wave bound state.

*Solution.* If $D=0$, then (c) forces $\sin k=0$, hence $\cos k=0$, which is impossible. So $\kappa^2=s(1+\kappa)$, or $(\kappa-s/2)^2=s+s^2/4$. If $\kappa<s/2$, then $s(1+\kappa)>2\kappa(1+\kappa)>\kappa^2$, a contradiction that `nlinarith` finds. Thus $\kappa$ is the root with the plus sign.

```lean
/-- The decay constant of a p-wave bound state is fixed by its interior wave number. -/
theorem pWave_kappa_unique {k κ : ℝ} (hk : k ≠ 0) (hκ : 0 < κ)
    (hm : Matched (pInside k) (pOutside κ)) : κ = pKappa k := by
  rw [pWave_matched_iff hk hκ.ne'] at hm
  have hD : k * cos k - sin k ≠ 0 := by
    intro h
    rw [h, mul_zero] at hm
    have hs : sin k = 0 := by
      have h1 : k ^ 2 * (1 + κ) ≠ 0 := by positivity
      apply (mul_eq_zero.mp (?_ : k ^ 2 * (1 + κ) * sin k = 0)).resolve_left h1
      linear_combination -hm
    have hc : cos k = 0 := by
      apply (mul_eq_zero.mp (?_ : k * cos k = 0)).resolve_left hk
      linear_combination h + hs
    have h2 := Real.sin_sq_add_cos_sq k
    rw [hs, hc] at h2
    norm_num at h2
  have hs : pStrength k * (1 + κ) = κ ^ 2 := by
    rw [pStrength, div_mul_eq_mul_div, div_eq_iff hD]
    exact hm.symm
  -- select the positive root of the quadratic equation
  have hle : pStrength k / 2 ≤ κ := by
    by_contra h
    have h' := not_le.mp h
    nlinarith
  have hsq : pStrength k + pStrength k ^ 2 / 4 = (κ - pStrength k / 2) ^ 2 := by
    linear_combination hs
  rw [pKappa, hsq, Real.sqrt_sq (by linarith)]
  ring
```

**(f)** Find s-wave bound states for $\pi/2<k<\pi$.

*Solution.* Here $\sin k>0>\cos k$, so $\kappa=-k\cot k$ is positive, and (d) gives matching.

```lean
/-- Every `k` between `π/2` and `π` gives an s-wave bound state with `κ = -k cot k`. -/
theorem sWave_witness {k : ℝ} (h1 : π / 2 < k) (h2 : k < π) :
    0 < -(k * cot k) ∧ Matched (sInside k) (sOutside (-(k * cot k))) := by
  have hk : 0 < k := by linarith [Real.pi_pos]
  have hs := Real.sin_pos_of_pos_of_lt_pi hk h2
  have hc := Real.cos_neg_of_pi_div_two_lt_of_lt h1 (by linarith [Real.pi_pos])
  refine ⟨?_, (matched_iff_cot _ hs.ne').1.mpr (neg_neg _).symm⟩
  rw [Real.cot_eq_cos_div_sin]
  exact neg_pos.mpr (mul_neg_of_pos_of_neg hk (div_neg_of_neg_of_pos hc hs))
```

**(g)** Find p-wave bound states for $k$ just above $\pi$.

*Solution.* There $\sin k<0$ and $D<0$, so $s>0$ and `pKappa k` is positive. It solves $\kappa^2=s(1+\kappa)$; multiplying by $D$ gives (c). The filter `𝓝[>] π` expresses "just above".

```lean
/-- Every `k` slightly above `π` gives a p-wave bound state with `κ = pKappa k`. -/
theorem pWave_witness :
    ∀ᶠ k in 𝓝[>] π, 0 < pKappa k ∧ Matched (pInside k) (pOutside (pKappa k)) := by
  have hcont : Continuous (fun k : ℝ => k * cos k - sin k) := by fun_prop
  have hD : ∀ᶠ k in 𝓝 π, k * cos k - sin k < 0 :=
    (hcont.tendsto π).eventually_lt_const (by simp [Real.pi_pos])
  have h2 : ∀ᶠ k in 𝓝 π, k < 2 * π :=
    tendsto_id.eventually_lt_const (by linarith [Real.pi_pos])
  filter_upwards [hD.filter_mono nhdsWithin_le_nhds, h2.filter_mono nhdsWithin_le_nhds,
    self_mem_nhdsWithin] with k hD h2 h1
  have h1' : π < k := h1
  have hk : 0 < k := Real.pi_pos.trans h1'
  have hs : sin k < 0 := by
    have h := Real.sin_pos_of_pos_of_lt_pi (x := k - π) (by linarith) (by linarith)
    rw [Real.sin_sub_pi] at h
    linarith
  have hS : 0 < pStrength k :=
    div_pos_of_neg_of_neg (mul_neg_of_pos_of_neg (by positivity) hs) hD
  have hpos : 0 < pKappa k := by
    unfold pKappa
    positivity
  refine ⟨hpos, (pWave_matched_iff hk.ne' hpos.ne').mpr ?_⟩
  have hw := Real.sq_sqrt (show 0 ≤ pStrength k + pStrength k ^ 2 / 4 by positivity)
  have hq : pKappa k ^ 2 = pStrength k * (1 + pKappa k) := by
    unfold pKappa
    linear_combination hw
  have hSD : pStrength k * (k * cos k - sin k) = k ^ 2 * sin k :=
    div_mul_cancel₀ _ hD.ne
  linear_combination (k * cos k - sin k) * hq + (1 + pKappa k) * hSD
```

**(h)** Let $f$ be differentiable at $a$ with $f(a)=0$, and let $k\to a$ with eventually $k\neq a$. Find the limit of $f(k)/(k-a)$.

*Solution.* It is the difference quotient $(f(k)-f(a))/(k-a)$, which tends to $f'(a)$.

```lean
/-- Near a zero `a` of `f`, the ratio `f k / (k - a)` tends to the slope of `f` at `a`. -/
theorem tendsto_ratio {ι : Type*} {l : Filter ι} {k : ι → ℝ} {f : ℝ → ℝ} {f' a : ℝ}
    (hf : HasDerivAt f f' a) (h0 : f a = 0) (hk : Tendsto k l (𝓝 a))
    (hne : ∀ᶠ i in l, k i ≠ a) :
    Tendsto (fun i => f (k i) / (k i - a)) l (𝓝 f') := by
  have h := (hasDerivAt_iff_tendsto_slope.mp hf).comp (tendsto_nhdsWithin_iff.mpr ⟨hk, hne⟩)
  refine h.congr (fun i => ?_)
  simp [slope_def_field, h0]
```

**(i)** Prove the s-wave law for $k\to\pi/2$.

*Solution.* At $k=\pi/2$ matching would give $\kappa=0$, so $\delta=k-\pi/2\neq0$. By (b) and (h),

$$\frac{\kappa}{\delta}=-\frac{k}{\sin k}\,\frac{\cos k}{\delta}\to\frac\pi2,\qquad U-\frac{\pi^2}4=\delta\Big[k+\frac\pi2+\Big(\frac\kappa\delta\Big)^2\delta\Big].$$

So $\kappa/(U-\pi^2/4)\to(\pi/2)/\pi=1/2$; square it. In Lean these are `hq` and `hU`. The index runs along any filter `l`, sequences included, and the hypotheses need only hold eventually.

*Numbers.* For $k=1.6$, $\kappa=-1.6\cot1.6\approx0.04674$ and $U-\pi^2/4\approx0.09478$. The squared ratio is about $0.243$.

```lean
/-- s-wave threshold law: for bound states with `k → π/2`, the ratio
`κ² / (U - π²/4)²` tends to `1/4`. -/
theorem sWave_threshold {ι : Type*} {l : Filter ι} {k κ : ι → ℝ}
    (hk : Tendsto k l (𝓝 (π / 2))) (hκ : ∀ᶠ i in l, 0 < κ i)
    (hm : ∀ᶠ i in l, Matched (sInside (k i)) (sOutside (κ i))) :
    Tendsto (fun i => κ i ^ 2 / (depth (k i) (κ i) - π ^ 2 / 4) ^ 2) l (𝓝 (1 / 4)) := by
  have hs : Tendsto (fun i => sin (k i)) l (𝓝 1) := by
    have h := (Real.continuous_sin.tendsto (π / 2)).comp hk
    rw [Real.sin_pi_div_two] at h
    exact h
  have hne : ∀ᶠ i in l, k i ≠ π / 2 := by
    filter_upwards [hκ, hm] with i h1 h2
    intro h
    rw [sWave_matched_iff, h, Real.sin_pi_div_two, Real.cos_pi_div_two] at h2
    linarith
  have hc := tendsto_ratio (Real.hasDerivAt_cos (π / 2)) Real.cos_pi_div_two hk hne
  -- to leading order, the decay constant is linear in the distance of `k` from threshold
  have hq : Tendsto (fun i => κ i / (k i - π / 2)) l (𝓝 (π / 2)) := by
    have h := ((hk.mul hc).neg).div hs one_ne_zero
    rw [show -(π / 2 * -sin (π / 2)) / 1 = π / 2 by rw [Real.sin_pi_div_two]; ring] at h
    refine h.congr' ?_
    filter_upwards [hm, hs.eventually_ne one_ne_zero, hne] with i h1 h2 h3
    rw [sWave_matched_iff] at h1
    have h4 := sub_ne_zero.mpr h3
    have h5 := div_mul_cancel₀ (cos (k i)) h4
    show -(k i * (cos (k i) / (k i - π / 2))) / sin (k i) = κ i / (k i - π / 2)
    rw [div_eq_div_iff h2 h4]
    linear_combination -h1 - k i * h5
  have hd := hk.sub_const (π / 2)
  rw [sub_self] at hd
  have hlim : π / 2 + π / 2 + (π / 2) ^ 2 * 0 ≠ 0 := by
    have := Real.pi_pos
    positivity
  have h := (hq.div ((hk.add_const (π / 2)).add ((hq.pow 2).mul hd)) hlim).pow 2
  rw [show (π / 2 / (π / 2 + π / 2 + (π / 2) ^ 2 * 0)) ^ 2 = 1 / 4 by
    rw [mul_zero, add_zero, add_halves, div_right_comm, div_self Real.pi_ne_zero]
    norm_num] at h
  refine h.congr' ?_
  filter_upwards [hne] with i h3
  have h5 := div_mul_cancel₀ (κ i) (sub_ne_zero.mpr h3)
  have hU : k i ^ 2 + κ i ^ 2 - π ^ 2 / 4 = (k i - π / 2) *
      (k i + π / 2 + (κ i / (k i - π / 2)) ^ 2 * (k i - π / 2)) := by
    linear_combination (-(κ i / (k i - π / 2) * (k i - π / 2) + κ i)) * h5
  show (κ i / (k i - π / 2) / (k i + π / 2 +
    (κ i / (k i - π / 2)) ^ 2 * (k i - π / 2))) ^ 2 =
      κ i ^ 2 / (k i ^ 2 + κ i ^ 2 - π ^ 2 / 4) ^ 2
  rw [div_div, ← hU, div_pow]
```

**(j)** Prove the p-wave law for $k\to\pi$.

*Solution.* Since $s(k)\to0$, (e) gives $\kappa\to0$. At $k=\pi$, (c) would read $-\pi\kappa^2=0$, so $\delta=k-\pi\ne0$. Then

$$\frac{\kappa^2}{\delta}=\frac{k^2(1+\kappa)}{D}\,\frac{\sin k}{\delta}\to\frac{\pi^2(-1)}{-\pi}=\pi,\qquad U-\pi^2=\delta\Big[k+\pi+\frac{\kappa^2}{\delta}\Big].$$

The ratio tends to $\pi/(3\pi)=1/3$. Again `hq` and `hU` carry these two steps.

```lean
/-- p-wave threshold law: for bound states with `k → π`, the ratio
`κ² / (U - π²)` tends to `1/3`. -/
theorem pWave_threshold {ι : Type*} {l : Filter ι} {k κ : ι → ℝ}
    (hk : Tendsto k l (𝓝 π)) (hκ : ∀ᶠ i in l, 0 < κ i)
    (hm : ∀ᶠ i in l, Matched (pInside (k i)) (pOutside (κ i))) :
    Tendsto (fun i => κ i ^ 2 / (depth (k i) (κ i) - π ^ 2)) l (𝓝 (1 / 3)) := by
  have hπ : -π ≠ 0 := neg_ne_zero.mpr Real.pi_ne_zero
  have hk0 := hk.eventually_ne Real.pi_ne_zero
  have hsin : Tendsto (fun i => sin (k i)) l (𝓝 0) := by
    have h := (Real.continuous_sin.tendsto π).comp hk
    rw [Real.sin_pi] at h
    exact h
  have hD : Tendsto (fun i => k i * cos (k i) - sin (k i)) l (𝓝 (-π)) := by
    have h := (hk.mul ((Real.continuous_cos.tendsto π).comp hk)).sub hsin
    rw [show π * cos π - 0 = -π by rw [Real.cos_pi]; ring] at h
    exact h
  -- the explicit root shows that the decay constant vanishes at threshold
  have hκ0 : Tendsto κ l (𝓝 0) := by
    have hS : Tendsto (fun i => pStrength (k i)) l (𝓝 0) := by
      have h := ((hk.pow 2).mul hsin).div hD hπ
      rw [mul_zero, zero_div] at h
      exact h
    have h := (hS.div_const 2).add ((hS.add ((hS.pow 2).div_const 4)).sqrt)
    rw [show (0 : ℝ) / 2 + Real.sqrt (0 + 0 ^ 2 / 4) = 0 by simp] at h
    refine h.congr' ?_
    filter_upwards [hk0, hκ, hm] with i h1 h2 h3
    exact (pWave_kappa_unique h1 h2 h3).symm
  have hne : ∀ᶠ i in l, k i ≠ π := by
    filter_upwards [hk0, hκ, hm] with i h1 h2 h3
    intro h
    rw [pWave_matched_iff h1 h2.ne', h, Real.sin_pi, Real.cos_pi] at h3
    have h4 : 0 < κ i ^ 2 * π := mul_pos (pow_pos h2 2) Real.pi_pos
    linarith
  have hr := tendsto_ratio (Real.hasDerivAt_sin π) Real.sin_pi hk hne
  -- to leading order, the squared decay constant is linear in the distance of `k` from threshold
  have hq : Tendsto (fun i => κ i ^ 2 / (k i - π)) l (𝓝 π) := by
    have h := (((hk.pow 2).mul hr).mul (hκ0.const_add 1)).div hD hπ
    rw [show π ^ 2 * cos π * (1 + 0) / -π = π by
      rw [Real.cos_pi, div_eq_iff hπ]; ring] at h
    refine h.congr' ?_
    filter_upwards [hk0, hκ, hm, hD.eventually_ne hπ, hne] with i h0 h1 h2 h3 h4
    rw [pWave_matched_iff h0 h1.ne'] at h2
    have h5 := sub_ne_zero.mpr h4
    have h6 := div_mul_cancel₀ (sin (k i)) h5
    show k i ^ 2 * (sin (k i) / (k i - π)) * (1 + κ i) /
      (k i * cos (k i) - sin (k i)) = κ i ^ 2 / (k i - π)
    rw [div_eq_div_iff h3 h5]
    linear_combination k i ^ 2 * (1 + κ i) * h6 - h2
  have hlim : π + π + π ≠ 0 := by
    have := Real.pi_pos
    positivity
  have h := hq.div ((hk.add_const π).add hq) hlim
  rw [show π / (π + π + π) = 1 / 3 by rw [div_eq_iff hlim]; ring] at h
  refine h.congr' ?_
  filter_upwards [hne] with i h3
  have h5 := div_mul_cancel₀ (κ i ^ 2) (sub_ne_zero.mpr h3)
  have hU : k i ^ 2 + κ i ^ 2 - π ^ 2 =
      (k i - π) * (k i + π + κ i ^ 2 / (k i - π)) := by
    linear_combination -h5
  show κ i ^ 2 / (k i - π) / (k i + π + κ i ^ 2 / (k i - π)) =
    κ i ^ 2 / (k i ^ 2 + κ i ^ 2 - π ^ 2)
  rw [div_div, ← hU]

end

end SquareWellThreshold
```

```lean
#print axioms SquareWellThreshold.sWave_threshold
#print axioms SquareWellThreshold.pWave_threshold
```

```
'SquareWellThreshold.sWave_threshold' depends on axioms: [propext, Classical.choice, Quot.sound]
'SquareWellThreshold.pWave_threshold' depends on axioms: [propext, Classical.choice, Quot.sound]
```

**Reading and use.** In both laws $\sin k\neq0$ holds eventually, so (d) lets the cotangent conditions replace `Matched`. For one particle in this well, the binding energy $\kappa^2$ starts quadratically in the excess depth for s-waves and linearly for p-waves. The theorems follow given families of states at the first threshold of each wave; they do not construct a state for each prescribed $U$.

In code that solves for $\kappa$ at given $U$, one can set $k=\sqrt{U-\kappa^2}$ and find a root of (b) or (c) with $0<\kappa<\sqrt U$, which avoids the poles of the cotangent. The endpoint $\kappa=\sqrt U$, where $k=0$, satisfies both equations for every $U>0$ but is not a bound state, so it must be excluded. Just above threshold, $\kappa\approx(U-\pi^2/4)/2$ and $\kappa\approx\sqrt{(U-\pi^2)/3}$ are natural starting values.
